# A Bogoliubov transformation of finitely many fermionic modes in a nontrivial algebra preserves the CAR exactly when \(UU^\dagger+VV^\dagger=1\) and \(UV^T+VU^T=0\)

## Modes as elements of a star-algebra

Fermionic modes are represented here by their algebra and not by matrices on a chosen Fock space. The annihilation operators are elements \(a_p\) of a complex star-algebra \(A\), labelled by a finite index set \(n\). The creation operator \(a_p^\dagger\) is the star of \(a_p\), so it is not an independent object. What makes the family fermionic is a condition on it, the canonical anticommutation relations (CAR):

\[
\{a_p,a_q\}=0,\qquad \{a_p,a_q^\dagger\}=\delta_{pq}\,1,
\]

where \(\{X,Y\}=XY+YX\). No vacuum, Hilbert space or Hamiltonian enters.

A Bogoliubov transformation mixes annihilators and creators through two complex matrices \(U\) and \(V\). The name is used here for any such mixing, whether or not it preserves the CAR:

\[
b_p=\sum_q\left(U_{pq}\,a_q+V_{pq}\,a_q^\dagger\right).
\]

In mean-field theories of pairing, the \(b_p\) are the candidate quasiparticle operators. The result decides when such linear combinations of finitely many modes are themselves fermionic modes; it does not find the \(U\) and \(V\) that diagonalise a given Hamiltonian.

## The criterion in words and in Lean

Suppose that the \(a_p\) obey the CAR and that \(1\neq0\) in \(A\). Then the \(b_p\) obey the CAR if and only if

\[
UU^\dagger+VV^\dagger=1\quad\text{and}\quad UV^T+VU^T=0 .
\]

This is `isCAR_bogoliubov_iff`. Its ingredients correspond to the physics as follows.

- `a : n → A` is the family of annihilation operators, and `star (a p)` is \(a_p^\dagger\). The assumption `StarModule ℂ A` says that the adjoint conjugates complex coefficients.
- `IsCAR a` contains the two relations above. The relation \(\{a_p^\dagger,a_q^\dagger\}=0\) is not listed because it is the adjoint of the first one.
- `fieldOp a u v` is a general linear combination of annihilators and creators, and `bogoliubov U V a` uses row \(p\) of each matrix to form \(b_p\).
- `Uᴴ` is \(U^\dagger\), `Uᵀ` is \(U^T\), and `Uᴴᵀ` is the entrywise conjugate \(\bar U\).
- `[Nontrivial A]` is the condition \(1\neq0\). For operators on a Hilbert space, it says that the space contains a nonzero vector.

The number of modes is finite, and \(U\) and \(V\) are square, so there are as many new modes as old ones. Whether the transformation is implemented by a unitary on Fock space is a separate question, which the theorem does not address.

## From one anticommutator to two matrix equations

For coefficient vectors \(u,v\), write

\[
\varphi(u,v)=\sum_q\left(u_q a_q+v_q a_q^\dagger\right).
\]

Taking the adjoint conjugates the coefficients and exchanges their roles:

\[
\varphi(u,v)^\dagger=\sum_q\left(\bar v_q a_q+\bar u_q a_q^\dagger\right)=\varphi(\bar v,\bar u).
\]

The anticommutator of two such operators expands into four kinds of terms:

\[
\begin{aligned}
\{\varphi(u,v),\varphi(u',v')\}=\sum_{q,r}\big(&u_qu'_r\{a_q,a_r\}+u_qv'_r\{a_q,a_r^\dagger\}\\
&+v_qu'_r\{a_q^\dagger,a_r\}+v_qv'_r\{a_q^\dagger,a_r^\dagger\}\big).
\end{aligned}
\]

The first and last terms vanish. The mixed terms each give \(\delta_{qr}\), so

\[
\{\varphi(u,v),\varphi(u',v')\}=\sum_q\left(u_qv'_q+v_qu'_q\right)1 .
\]

There is no complex conjugation in this sum. It appears only when one of the operators is an adjoint.

Now let \(U_p\) and \(V_p\) denote the \(p\)-th rows, so that \(b_p=\varphi(U_p,V_p)\) and \(b_q^\dagger=\varphi(\bar V_q,\bar U_q)\). Inserting these gives

\[
\begin{aligned}
\{b_p,b_q\}&=\sum_r\left(U_{pr}V_{qr}+V_{pr}U_{qr}\right)1=(UV^T+VU^T)_{pq}\,1,\\
\{b_p,b_q^\dagger\}&=\sum_r\left(U_{pr}\bar U_{qr}+V_{pr}\bar V_{qr}\right)1=(UU^\dagger+VV^\dagger)_{pq}\,1 .
\end{aligned}
\]

If the matrix conditions hold, the right-hand sides are \(0\) and \(\delta_{pq}1\), which are the CAR. Conversely, the CAR for \(b\) fix these multiples of \(1\). If \(c\,1=d\,1\) with \(c\neq d\), division by \(c-d\) would give \(1=0\). In a nontrivial algebra the scalars are therefore equal, and the two matrix equations follow entry by entry.

## Composition and the way back

Apply a second transformation \(U',V'\) to the \(b_q\). Since \(b_q^\dagger=\sum_r(\bar V_{qr}a_r+\bar U_{qr}a_r^\dagger)\), collecting the coefficients of \(a_r\) and \(a_r^\dagger\) gives a single transformation with matrices

\[
U'U+V'\bar V,\qquad U'V+V'\bar U .
\]

This needs no anticommutation relations.

The conditions above concern the rows of \(U\) and \(V\). To obtain the column conditions, put

\[
W=\begin{pmatrix}U&V\\ \bar V&\bar U\end{pmatrix},\qquad
W^\dagger=\begin{pmatrix}U^\dagger&V^T\\ V^\dagger&U^T\end{pmatrix}.
\]

The upper blocks of \(WW^\dagger\) are the two row conditions, and the lower blocks are their complex conjugates. Hence \(WW^\dagger=1\). For a finite square matrix a right inverse is also a left inverse, so \(W^\dagger W=1\), whose upper blocks read

\[
U^\dagger U+V^T\bar V=1,\qquad U^\dagger V+V^T\bar U=0 .
\]

These are exactly the composed coefficients for \(U'=U^\dagger\) and \(V'=V^T\). That second transformation therefore recovers the original modes.

## Two-mode pairing

For complex numbers \(u,v\), take

\[
b_0=u a_0+v a_1^\dagger,\qquad b_1=u a_1-v a_0^\dagger .
\]

Here \(U=u\,1\) and \(V=\begin{pmatrix}0&v\\-v&0\end{pmatrix}\). Since \(V^T=-V\), the second condition is automatic: \(UV^T+VU^T=u(V^T+V)=0\). The first becomes \((|u|^2+|v|^2)\,1=1\). The pair is fermionic exactly when \(|u|^2+|v|^2=1\), the usual BCS normalisation. The minus sign in \(b_1\) is what makes \(V\) antisymmetric.

## Checking quasiparticles in a numerical calculation

For a quadratic Hamiltonian of \(N\) modes, the full Bogoliubov–de Gennes matrix is a \(2N\times2N\) Hermitian matrix acting on the combined coefficients of all \(a_q\) and \(a_q^\dagger\). Codes that use spin symmetry often diagonalise a smaller block instead, to which the following check does not apply directly. Suppose that \(N\) eigenvectors of the full matrix are selected and stored as columns, with upper halves in \(X\) and lower halves in \(Y\), and that the quasiparticle operators are \(b_p=\sum_q(\bar X_{qp}a_q+\bar Y_{qp}a_q^\dagger)\). In the present convention, \(U=X^\dagger\) and \(V=Y^\dagger\).

The first condition is then orthonormality of the selected eigenvectors. The second is their orthogonality to the particle–hole partners, obtained by exchanging the two halves and conjugating. If all selected energies are positive, the partners have negative energies and this orthogonality is automatic. At zero energy an eigensolver may return an orthonormal basis that violates it. A useful check is to compute the norms of \(UU^\dagger+VV^\dagger-1\) and \(UV^T+VU^T\), which should vanish to within rounding error.

## The Lean file

```lean
import Mathlib

open Matrix

namespace BogoliubovTransformation

noncomputable section

variable {n A : Type*} [Fintype n] [Ring A] [StarRing A] [Algebra ℂ A] [StarModule ℂ A]

/-- The field operator `∑ q, (u q a_q + v q a_q†)`, a general linear combination of
annihilation and creation operators. -/
def fieldOp (a : n → A) (u v : n → ℂ) : A :=
  ∑ q, (u q • a q + v q • star (a q))

/-- The Bogoliubov transformation `b_p = ∑ q, (U_pq a_q + V_pq a_q†)`. -/
def bogoliubov (U V : Matrix n n ℂ) (a : n → A) : n → A :=
  fun p => fieldOp a (U p) (V p)

/-- The adjoint of a field operator is the field operator whose coefficients are
complex conjugated and exchanged. -/
theorem star_fieldOp (a : n → A) (u v : n → ℂ) :
    star (fieldOp a u v) = fieldOp a (star v) (star u) := by
  simp only [fieldOp, star_sum, star_add, star_smul, star_star, Pi.star_apply]
  exact Finset.sum_congr rfl fun q _ => add_comm _ _

/-- Two successive Bogoliubov transformations are again one, with the coefficient matrices
shown; `Uᴴᵀ` is the entrywise complex conjugate of `U`. -/
theorem bogoliubov_comp (U V U' V' : Matrix n n ℂ) (a : n → A) :
    bogoliubov U' V' (bogoliubov U V a) =
      bogoliubov (U' * U + V' * Vᴴᵀ) (U' * V + V' * Uᴴᵀ) a := by
  funext p
  change ∑ q, (U' p q • fieldOp a (U q) (V q) + V' p q • star (fieldOp a (U q) (V q))) =
    ∑ r, ((U' * U + V' * Vᴴᵀ) p r • a r + (U' * V + V' * Uᴴᵀ) p r • star (a r))
  simp only [star_fieldOp]
  simp only [fieldOp, Finset.smul_sum, ← Finset.sum_add_distrib]
  -- collect the coefficients of each original mode `r`
  rw [Finset.sum_comm]
  refine Finset.sum_congr rfl fun r _ => ?_
  simp only [Matrix.add_apply, Matrix.mul_apply, Matrix.transpose_apply,
    Matrix.conjTranspose_apply, Pi.star_apply, ← Finset.sum_add_distrib, Finset.sum_smul]
  refine Finset.sum_congr rfl fun q _ => ?_
  module

variable [DecidableEq n]

/-- The canonical anticommutation relations `{a_p, a_q} = 0` and `{a_p, a_q†} = δ_pq`. -/
structure IsCAR (a : n → A) : Prop where
  anti : ∀ p q, a p * a q + a q * a p = 0
  mixed : ∀ p q, a p * star (a q) + star (a q) * a p = if p = q then 1 else 0

omit [StarModule ℂ A] in
/-- For modes obeying the CAR, the anticommutator of two field operators is the scalar
`u · v' + v · u'`. -/
theorem fieldOp_anticomm {a : n → A} (h : IsCAR a) (u v u' v' : n → ℂ) :
    fieldOp a u v * fieldOp a u' v' + fieldOp a u' v' * fieldOp a u v =
      (u ⬝ᵥ v' + v ⬝ᵥ u') • (1 : A) := by
  have expand : ∀ X Y : n → A, (∑ q, X q) * (∑ r, Y r) + (∑ r, Y r) * (∑ q, X q) =
      ∑ q, ∑ r, (X q * Y r + Y r * X q) := by
    intro X Y
    simp only [Finset.sum_add_distrib]
    rw [Finset.sum_mul_sum, Finset.sum_mul_sum]
    congr 1
    exact Finset.sum_comm
  -- only equal modes contribute, through the pairs `a a†` and `a† a`
  have key : ∀ q r, (u q • a q + v q • star (a q)) * (u' r • a r + v' r • star (a r)) +
      (u' r • a r + v' r • star (a r)) * (u q • a q + v q • star (a q)) =
      if q = r then (u q * v' q + v q * u' q) • (1 : A) else 0 := by
    intro q r
    have h4 : star (a q) * star (a r) + star (a r) * star (a q) = 0 := by
      have := congrArg star (h.anti r q)
      simpa only [star_add, star_mul, star_zero] using this
    have e : (u q • a q + v q • star (a q)) * (u' r • a r + v' r • star (a r)) +
        (u' r • a r + v' r • star (a r)) * (u q • a q + v q • star (a q)) =
        (u q * u' r) • (a q * a r + a r * a q) +
        (u q * v' r) • (a q * star (a r) + star (a r) * a q) +
        (v q * u' r) • (a r * star (a q) + star (a q) * a r) +
        (v q * v' r) • (star (a q) * star (a r) + star (a r) * star (a q)) := by
      simp only [mul_add, add_mul, smul_mul_assoc, mul_smul_comm]
      module
    rw [e, h.anti q r, h.mixed q r, h.mixed r q, h4]
    by_cases hqr : q = r
    · subst hqr
      simp [add_smul]
    · simp [hqr, Ne.symm hqr]
  unfold fieldOp
  rw [expand]
  simp only [key, Finset.sum_ite_eq, Finset.mem_univ, if_true]
  rw [← Finset.sum_smul, Finset.sum_add_distrib]
  rfl

/-- A Bogoliubov transformation of modes obeying the CAR, in a nontrivial algebra, again obeys
the CAR if and only if `U U† + V V† = 1` and `U Vᵀ + V Uᵀ = 0`. -/
theorem isCAR_bogoliubov_iff [Nontrivial A] {a : n → A} (h : IsCAR a)
    (U V : Matrix n n ℂ) :
    IsCAR (bogoliubov U V a) ↔ U * Uᴴ + V * Vᴴ = 1 ∧ U * Vᵀ + V * Uᵀ = 0 := by
  have hanti : ∀ p q, bogoliubov U V a p * bogoliubov U V a q +
      bogoliubov U V a q * bogoliubov U V a p = (U * Vᵀ + V * Uᵀ) p q • (1 : A) :=
    fun p q => fieldOp_anticomm h (U p) (V p) (U q) (V q)
  have hmixed : ∀ p q, bogoliubov U V a p * star (bogoliubov U V a q) +
      star (bogoliubov U V a q) * bogoliubov U V a p =
      (U * Uᴴ + V * Vᴴ) p q • (1 : A) := by
    intro p q
    have := fieldOp_anticomm h (U p) (V p) (star (V q)) (star (U q))
    rw [← star_fieldOp] at this
    exact this
  have hdelta : ∀ p q : n, (if p = q then (1 : A) else 0) =
      (1 : Matrix n n ℂ) p q • (1 : A) := by
    intro p q
    by_cases hpq : p = q <;> simp [Matrix.one_apply, hpq]
  -- scalars can be compared because the algebra is nontrivial
  have inj : ∀ c d : ℂ, c • (1 : A) = d • (1 : A) → c = d := fun c d hcd =>
    (algebraMap ℂ A).injective (by simpa only [Algebra.algebraMap_eq_smul_one] using hcd)
  constructor
  · intro hb
    constructor
    · ext p q
      exact inj _ _ ((hmixed p q).symm.trans ((hb.mixed p q).trans (hdelta p q)))
    · ext p q
      exact inj _ _ ((hanti p q).symm.trans ((hb.anti p q).trans (zero_smul ℂ (1 : A)).symm))
  · rintro ⟨h1, h2⟩
    constructor
    · intro p q
      rw [hanti, h2, Matrix.zero_apply, zero_smul]
    · intro p q
      rw [hmixed, h1, hdelta]

/-- The two conditions on the rows of `U` and `V` imply the corresponding conditions on
their columns. -/
theorem column_conditions {U V : Matrix n n ℂ}
    (h1 : U * Uᴴ + V * Vᴴ = 1) (h2 : U * Vᵀ + V * Uᵀ = 0) :
    Uᴴ * U + Vᵀ * Vᴴᵀ = 1 ∧ Uᴴ * V + Vᵀ * Uᴴᵀ = 0 := by
  have h1' : Vᴴᵀ * Vᵀ + Uᴴᵀ * Uᵀ = 1 := by
    rw [← transpose_mul, ← transpose_mul, ← transpose_add, add_comm, h1, transpose_one]
  have h2' : Vᴴᵀ * Uᴴ + Uᴴᵀ * Vᴴ = 0 := by
    have := congrArg conjTranspose h2
    rw [conjTranspose_add, conjTranspose_mul, conjTranspose_mul, conjTranspose_zero] at this
    exact this
  -- the block matrix acting on `(a, a†)` has a right inverse, hence a two-sided one
  have hW : fromBlocks U V Vᴴᵀ Uᴴᵀ * fromBlocks Uᴴ Vᵀ Vᴴ Uᵀ = 1 := by
    rw [fromBlocks_multiply, h1, h2, h2', h1', fromBlocks_one]
  have hW' := mul_eq_one_comm.mp hW
  rw [fromBlocks_multiply, ← fromBlocks_one, fromBlocks_inj] at hW'
  exact ⟨hW'.1, hW'.2.1⟩

/-- If `U U† + V V† = 1` and `U Vᵀ + V Uᵀ = 0`, the Bogoliubov transformation with matrices
`U†` and `Vᵀ` recovers the original modes. -/
theorem bogoliubov_inverse {U V : Matrix n n ℂ} (a : n → A)
    (h1 : U * Uᴴ + V * Vᴴ = 1) (h2 : U * Vᵀ + V * Uᵀ = 0) :
    bogoliubov Uᴴ Vᵀ (bogoliubov U V a) = a := by
  obtain ⟨k1, k2⟩ := column_conditions h1 h2
  rw [bogoliubov_comp, k1, k2]
  funext p
  simp [bogoliubov, fieldOp, Matrix.one_apply]

/-- For two modes obeying the CAR in a nontrivial algebra, the pairing transformation
`b₀ = u a₀ + v a₁†`, `b₁ = u a₁ - v a₀†` obeys the CAR if and only if `|u|² + |v|² = 1`. -/
theorem isCAR_pairing_iff [Nontrivial A] {a : Fin 2 → A} (h : IsCAR a) (u v : ℂ) :
    IsCAR (bogoliubov !![u, 0; 0, u] !![0, v; -v, 0] a) ↔ ‖u‖ ^ 2 + ‖v‖ ^ 2 = 1 := by
  have e : u * star u + v * star v = ((‖u‖ ^ 2 + ‖v‖ ^ 2 : ℝ) : ℂ) := by
    simp [Complex.mul_conj, Complex.normSq_eq_norm_sq]
  have k1 : !![u, 0; 0, u] * !![u, 0; 0, u]ᴴ + !![0, v; -v, 0] * !![0, v; -v, 0]ᴴ =
      ((‖u‖ ^ 2 + ‖v‖ ^ 2 : ℝ) : ℂ) • (1 : Matrix (Fin 2) (Fin 2) ℂ) := by
    rw [← e]
    ext i j
    simp only [Matrix.add_apply, Matrix.mul_apply, Matrix.conjTranspose_apply,
      Fin.sum_univ_two]
    fin_cases i <;> fin_cases j <;> simp
  have k2 : !![u, 0; 0, u] * !![0, v; -v, 0]ᵀ + !![0, v; -v, 0] * !![u, 0; 0, u]ᵀ = 0 := by
    ext i j
    simp only [Matrix.add_apply, Matrix.mul_apply, Matrix.transpose_apply, Fin.sum_univ_two]
    fin_cases i <;> fin_cases j <;> simp <;> ring
  rw [isCAR_bogoliubov_iff h, k1, k2]
  constructor
  · rintro ⟨hc, _⟩
    have := congrFun (congrFun hc 0) 0
    rw [Matrix.smul_apply, Matrix.one_apply_eq, smul_eq_mul, mul_one] at this
    exact_mod_cast this
  · intro hc
    rw [hc]
    simp

/-- Two explicit `4 × 4` matrices obey the CAR, with the conjugate transpose as adjoint. -/
theorem isCAR_witness :
    IsCAR (![!![0, 0, 1, 0; 0, 0, 0, 1; 0, 0, 0, 0; 0, 0, 0, 0],
      !![0, 1, 0, 0; 0, 0, 0, 0; 0, 0, 0, -1; 0, 0, 0, 0]] :
      Fin 2 → Matrix (Fin 4) (Fin 4) ℂ) := by
  constructor <;> intro p q <;> fin_cases p <;> fin_cases q <;> ext i j <;>
    simp only [Matrix.add_apply, Matrix.mul_apply, Matrix.star_eq_conjTranspose,
      Matrix.conjTranspose_apply, Fin.sum_univ_four] <;>
    fin_cases i <;> fin_cases j <;> simp

end

end BogoliubovTransformation
```

```lean
#print axioms BogoliubovTransformation.isCAR_bogoliubov_iff
#print axioms BogoliubovTransformation.bogoliubov_inverse
#print axioms BogoliubovTransformation.isCAR_pairing_iff
```

```
'BogoliubovTransformation.isCAR_bogoliubov_iff' depends on axioms: [propext, Classical.choice, Quot.sound]
'BogoliubovTransformation.bogoliubov_inverse' depends on axioms: [propext, Classical.choice, Quot.sound]
'BogoliubovTransformation.isCAR_pairing_iff' depends on axioms: [propext, Classical.choice, Quot.sound]
```

## How the lemmas carry the calculation

`star_fieldOp` is the adjoint rule for \(\varphi(u,v)\). `bogoliubov_comp` uses it to expand the second transformation, exchanges the two sums with `Finset.sum_comm`, and compares the coefficients of each original mode \(r\). The tactic `module` settles the remaining linear identity.

`fieldOp_anticomm` contains the central computation. Its step `expand` turns the anticommutator of two sums into a double sum, and `key` evaluates one term of it. Within `key`, `h4` obtains the relation for two creators by taking an adjoint, and `e` is the four-term expansion displayed above. Splitting into \(q=r\) and \(q\neq r\) implements the Kronecker delta, after which one sum remains.

In `isCAR_bogoliubov_iff`, `hanti` and `hmixed` identify the anticommutators of the new modes with entries of the two matrices. For `hmixed`, the second field operator is given conjugated and exchanged coefficients, and `star_fieldOp` recognises it as \(b_q^\dagger\). The step `inj` compares scalars and is where nontriviality enters. It is used only in going from the CAR to the matrix equations; the other direction substitutes the equations into `hanti` and `hmixed`.

`column_conditions` builds \(W\) and \(W^\dagger\) with `fromBlocks`. The conjugated conditions `h1'` and `h2'` supply the lower blocks, and `mul_eq_one_comm` turns the right inverse into a left inverse. `bogoliubov_inverse` feeds the resulting column conditions into `bogoliubov_comp`, leaving the transformation with matrices \(1\) and \(0\).

For `isCAR_pairing_iff`, `k1` and `k2` evaluate the two matrix expressions for the pairing transformation. The general criterion then reduces to one scalar equation, read off from the \((0,0)\) entry.

Finally, `isCAR_witness` checks the CAR entry by entry for two explicit \(4\times4\) matrices. They have the Jordan–Wigner form \(a_0=\sigma\otimes1\), \(a_1=\sigma_z\otimes\sigma\), with \(\sigma=\begin{pmatrix}0&1\\0&0\end{pmatrix}\) and \(\sigma_z=\mathrm{diag}(1,-1)\). This gives a concrete pair of modes to which the pairing criterion applies.
